# The ADIIS and EDIIS model energies differ by a weighted sum of trapezoid defects

A self-consistent field calculation has run for a few cycles and stored, for each cycle $i$, a density matrix $D_i$, the Fock matrix $F_i$ built from it, and the energy $E_i$. The stored Fock matrices are to be mixed, and the mixture diagonalised to give the next density. The mixing weights are found by minimising a cheap model of the energy of the density mixed with the same weights. EDIIS and ADIIS offer two such models, built from the same data. How far apart are they?

For weights that sum to one, the difference is linear in the weights, with coefficients computable from the stored data. It vanishes for an energy quadratic in the density whose gradient is $F$, as in Hartree–Fock theory in a finite basis, and in general not for a Kohn–Sham energy with a non-quadratic functional.

## Stored iterates and the two models

The $D_i$ and $F_i$ are vectors in a real inner-product space `V`; for real symmetric matrices, $\langle A,B\rangle=\mathrm{Tr}(AB)$. The labels $i$ come from a type `ι`, finite wherever a sum over iterates occurs. Idempotency and electron number are not imposed.

```lean
import Mathlib

open scoped InnerProductSpace

namespace AdiisEdiisComparison

noncomputable section

variable {ι V : Type*} [NormedAddCommGroup V] [InnerProductSpace ℝ V]
```

Given weights $c_i$, write $\tilde D=\sum_i c_iD_i$ and $\tilde F=\sum_i c_iF_i$. Both are instances of `mix`.

```lean
/-- The mixture of stored densities or Fock operators with weights `c`. -/
def mix [Fintype ι] (c : ι → ℝ) (X : ι → V) : V := ∑ i, c i • X i
```

The EDIIS model is
$$\mathcal E(c)=\sum_i c_iE_i-\tfrac14\sum_{ij}c_ic_j\langle F_i-F_j,D_i-D_j\rangle .$$
The factor $\tfrac14$ belongs to the convention that $F$ is the gradient of $E$. This holds for the usual Fock matrix if $D$ is the total closed-shell density matrix. If $D$ is instead the density matrix of one spin in the closed-shell case, where both spins share it, the gradient is twice the Fock matrix, and the factor in terms of the latter becomes $\tfrac12$.

```lean
/-- The EDIIS model energy, with `F` normalised as the gradient of the energy. -/
def ediis [Fintype ι] (c E : ι → ℝ) (D F : ι → V) : ℝ :=
  ∑ i, c i * E i - 1 / 4 * ∑ i, ∑ j, c i * c j * ⟪F i - F j, D i - D j⟫_ℝ
```

The ADIIS model expands about one chosen iterate $n$, usually the latest:
$$\mathcal A_n(c)=E_n+\langle F_n,\tilde D-D_n\rangle+\tfrac12\langle\tilde F-F_n,\tilde D-D_n\rangle .$$

```lean
/-- The ADIIS model energy about the stored iterate `n`, with `F` normalised as the gradient
of the energy. -/
def adiis [Fintype ι] (n : ι) (c E : ι → ℝ) (D F : ι → V) : ℝ :=
  E n + ⟪F n, mix c D - D n⟫_ℝ + 1 / 2 * ⟪mix c F - F n, mix c D - D n⟫_ℝ
```

The comparison is carried by the trapezoid defect
$$T_{ni}=E_n-E_i+\tfrac12\langle F_n+F_i,D_i-D_n\rangle ,$$
which is a trapezoid estimate of the energy change from $n$ to $i$, minus the stored change $E_i-E_n$. In these three definitions $E_i$, $D_i$ and $F_i$ are independent data; nothing yet makes $F_i$ a gradient.

```lean
/-- The trapezoid estimate of the energy change from iterate `n` to iterate `i`, minus the
stored energy change. -/
def trapezoidDefect (E : ι → ℝ) (D F : ι → V) (n i : ι) : ℝ :=
  E n - E i + 1 / 2 * ⟪F n + F i, D i - D n⟫_ℝ
```

For the quadratic case, take a constant $e_0$ (such as the nuclear repulsion), a one-electron part $h$ and a continuous linear map $G$, which turns a density into its mean-field potential:
$$E(x)=e_0+\langle h,x\rangle+\tfrac12\langle Gx,x\rangle,\qquad F(x)=h+Gx .$$

```lean
/-- A quadratic energy with constant `e₀`, one-body part `h` and response operator `G`. -/
def quadEnergy (e₀ : ℝ) (h : V) (G : V →L[ℝ] V) (x : V) : ℝ :=
  e₀ + ⟪h, x⟫_ℝ + 1 / 2 * ⟪G x, x⟫_ℝ

/-- The Fock operator `h + G x` at the density `x`. -/
def quadFock (h : V) (G : V →L[ℝ] V) (x : V) : V := h + G x
```

## (a) Reducing the double sum

**Task.** For $\sum_ic_i=1$, show that
$$\sum_{ij}c_ic_j\langle F_i-F_j,D_i-D_j\rangle=2\sum_ic_i\langle F_i,D_i\rangle-2\langle\tilde F,\tilde D\rangle .$$

**Solution.** Expand the inner product into four terms. In $\sum_{ij}c_ic_j\langle F_i,D_i\rangle$ the sum over $j$ gives one, leaving $\sum_ic_i\langle F_i,D_i\rangle$; the term with $\langle F_j,D_j\rangle$ gives the same. Each of the two cross terms equals $-\langle\tilde F,\tilde D\rangle$ by bilinearity.

In the proof, `hterm` is the expansion, `hd1` and `hd2` are the diagonal sums, and `hFD` and `hswap` handle the cross terms. The final `linarith` adds them up.

```lean
/-- For weights summing to one, the EDIIS double sum over pairs of iterates reduces to a single sum
and the inner product of the mixed Fock operator with the mixed density. -/
theorem pair_sum_eq [Fintype ι] (c : ι → ℝ) (D F : ι → V) (hc : ∑ i, c i = 1) :
    ∑ i, ∑ j, c i * c j * ⟪F i - F j, D i - D j⟫_ℝ
      = 2 * ∑ i, c i * ⟪F i, D i⟫_ℝ - 2 * ⟪mix c F, mix c D⟫_ℝ := by
  have hFD : ⟪mix c F, mix c D⟫_ℝ = ∑ i, ∑ j, c i * c j * ⟪F i, D j⟫_ℝ := by
    unfold mix
    rw [sum_inner]
    refine Finset.sum_congr rfl fun i _ => ?_
    rw [inner_sum]
    refine Finset.sum_congr rfl fun j _ => ?_
    rw [real_inner_smul_left, real_inner_smul_right]
    ring
  have hswap : ∑ i, ∑ j, c i * c j * ⟪F j, D i⟫_ℝ = ∑ i, ∑ j, c i * c j * ⟪F i, D j⟫_ℝ := by
    rw [Finset.sum_comm]
    exact Finset.sum_congr rfl fun i _ => Finset.sum_congr rfl fun j _ => by ring
  -- the diagonal terms use that the weights sum to one
  have hd1 : ∑ i, ∑ j, c i * c j * ⟪F i, D i⟫_ℝ = ∑ i, c i * ⟪F i, D i⟫_ℝ := by
    refine Finset.sum_congr rfl fun i _ => ?_
    rw [← Finset.sum_mul, ← Finset.mul_sum, hc, mul_one]
  have hd2 : ∑ i, ∑ j, c i * c j * ⟪F j, D j⟫_ℝ = ∑ i, c i * ⟪F i, D i⟫_ℝ := by
    rw [← hd1, Finset.sum_comm]
    exact Finset.sum_congr rfl fun i _ => Finset.sum_congr rfl fun j _ => by ring
  have hterm : ∀ i j, c i * c j * ⟪F i - F j, D i - D j⟫_ℝ
      = c i * c j * ⟪F i, D i⟫_ℝ - c i * c j * ⟪F i, D j⟫_ℝ
        - c i * c j * ⟪F j, D i⟫_ℝ + c i * c j * ⟪F j, D j⟫_ℝ := by
    intro i j
    rw [inner_sub_left, inner_sub_right, inner_sub_right]
    ring
  simp only [hterm, Finset.sum_add_distrib, Finset.sum_sub_distrib]
  linarith
```

## (b) The difference of the models

**Task.** For arbitrary data and $\sum_ic_i=1$, show that $\mathcal A_n(c)-\mathcal E(c)=\sum_ic_iT_{ni}$.

**Solution.** By (a),
$$\mathcal E(c)=\sum_ic_iE_i-\tfrac12\sum_ic_i\langle F_i,D_i\rangle+\tfrac12\langle\tilde F,\tilde D\rangle .$$
The two inner products in ADIIS combine:
$$\mathcal A_n(c)=E_n+\tfrac12\langle\tilde F+F_n,\tilde D-D_n\rangle .$$
On subtraction $\langle\tilde F,\tilde D\rangle$ cancels, and what remains is
$$E_n-\sum_ic_iE_i+\tfrac12\Big[\sum_ic_i\langle F_i,D_i\rangle-\langle\tilde F,D_n\rangle+\langle F_n,\tilde D\rangle-\langle F_n,D_n\rangle\Big].$$
Write the terms without a sum as $a=\sum_ic_ia$ and expand the mixtures. The coefficient of $c_i$ is
$$E_n-E_i+\tfrac12\big[\langle F_i,D_i\rangle-\langle F_i,D_n\rangle+\langle F_n,D_i\rangle-\langle F_n,D_n\rangle\big]=T_{ni}.$$

Here `hn` inserts the sum of weights, `h1` and `h2` expand the mixtures, and `hterm` expands the defect.

```lean
/-- For arbitrary stored data and weights summing to one, the ADIIS model minus the EDIIS
model is the weighted sum of the trapezoid defects. -/
theorem adiis_sub_ediis [Fintype ι] (n : ι) (c E : ι → ℝ) (D F : ι → V)
    (hc : ∑ i, c i = 1) :
    adiis n c E D F - ediis c E D F = ∑ i, c i * trapezoidDefect E D F n i := by
  have hn : ∀ a : ℝ, ∑ i, c i * a = a := fun a => by rw [← Finset.sum_mul, hc, one_mul]
  have h1 : ⟪F n, mix c D⟫_ℝ = ∑ i, c i * ⟪F n, D i⟫_ℝ := by
    unfold mix
    rw [inner_sum]
    exact Finset.sum_congr rfl fun i _ => real_inner_smul_right _ _ _
  have h2 : ⟪mix c F, D n⟫_ℝ = ∑ i, c i * ⟪F i, D n⟫_ℝ := by
    unfold mix
    rw [sum_inner]
    exact Finset.sum_congr rfl fun i _ => real_inner_smul_left _ _ _
  have hterm : ∀ i, c i * trapezoidDefect E D F n i
      = c i * E n - c i * E i + 1 / 2 * (c i * ⟪F n, D i⟫_ℝ) - 1 / 2 * (c i * ⟪F n, D n⟫_ℝ)
        + 1 / 2 * (c i * ⟪F i, D i⟫_ℝ) - 1 / 2 * (c i * ⟪F i, D n⟫_ℝ) := by
    intro i
    unfold trapezoidDefect
    rw [inner_add_left, inner_sub_right, inner_sub_right]
    ring
  -- sum the expanded defects and compare with the expanded models
  simp only [hterm, Finset.sum_add_distrib, Finset.sum_sub_distrib, ← Finset.mul_sum]
  unfold adiis ediis
  rw [pair_sum_eq c D F hc]
  simp only [inner_sub_left, inner_sub_right]
  linarith [hn (E n), hn ⟪F n, D n⟫_ℝ]
```

In a code, the inner products $\langle F_i,D_j\rangle$ are tabulated once per cycle, and either model is then minimised over nonnegative weights summing to one. The same table and the stored energies give every $T_{ni}$, at no further cost in Fock builds. The constant $E_n$ does not affect the ADIIS minimiser, so that method needs no stored energies, whereas EDIIS does.

## (c) When the models agree for all allowed weights

**Task.** Show that $\mathcal A_n(c)=\mathcal E(c)$ for all nonnegative weights summing to one if and only if $T_{ni}=0$ for every $i$.

**Solution.** If all defects vanish, (b) gives equality. Conversely, put all the weight on one iterate $i$. The right-hand side of (b) is then $T_{ni}$, and the left-hand side is zero by assumption. The `if j = i then 1 else 0` in the proof is this pure weight.

```lean
/-- ADIIS about `n` and EDIIS agree for all nonnegative weights summing to one exactly when
every trapezoid defect from `n` vanishes. -/
theorem adiis_eq_ediis_iff [Fintype ι] (n : ι) (E : ι → ℝ) (D F : ι → V) :
    (∀ c : ι → ℝ, (∀ i, 0 ≤ c i) → ∑ i, c i = 1 → adiis n c E D F = ediis c E D F)
      ↔ ∀ i, trapezoidDefect E D F n i = 0 := by
  classical
  constructor
  · intro h i
    -- put all the weight on iterate `i`
    have hs : ∑ j, (if j = i then (1 : ℝ) else 0) = 1 := by simp
    have h0 : ∀ j, 0 ≤ (if j = i then (1 : ℝ) else 0) := fun j => by
      split_ifs <;> norm_num
    have key := adiis_sub_ediis n (fun j => if j = i then (1 : ℝ) else 0) E D F hs
    rw [h _ h0 hs, sub_self] at key
    simpa using key.symm
  · intro h c _ hc
    have key := adiis_sub_ediis n c E D F hc
    simp only [h, mul_zero, Finset.sum_const_zero] at key
    linarith
```

## (d) The defect as a quadrature error

**Task.** Let $E$ be differentiable on the whole space with continuous gradient $F$, and let $E_i=E(D_i)$, $F_i=F(D_i)$. Show that $T_{ni}$ is the trapezoid rule minus the exact line integral of the gradient from $D_n$ to $D_i$.

**Solution.** Set $\Delta=D_i-D_n$ and $\varphi(t)=E(D_n+t\Delta)$. The chain rule gives $\varphi'(t)=\langle F(D_n+t\Delta),\Delta\rangle$, and the fundamental theorem of calculus gives $E_i-E_n=\int_0^1\varphi'(t)\,dt$. Hence
$$T_{ni}=\tfrac12\big[\varphi'(0)+\varphi'(1)\big]-\int_0^1\varphi'(t)\,dt .$$

The hypothesis `hE` says that the derivative of $E$ at $x$ is the map $v\mapsto\langle F(x),v\rangle$, written `innerSL ℝ (F x)`. The chain rule is `hder`; `hcont` supplies integrability. A density functional defined only for nonnegative densities does not meet this hypothesis as it stands.

```lean
/-- For an energy with continuous gradient `F`, the defect is the trapezoid rule minus the
exact line integral of the gradient along the segment from `D n` to `D i`. -/
theorem trapezoidDefect_eq_quadrature_error (E : V → ℝ) (F : V → V) (hF : Continuous F)
    (hE : ∀ x, HasFDerivAt E (innerSL ℝ (F x)) x) (D : ι → V) (n i : ι) :
    trapezoidDefect (fun k => E (D k)) D (fun k => F (D k)) n i
      = (⟪F (D n), D i - D n⟫_ℝ + ⟪F (D i), D i - D n⟫_ℝ) / 2
        - ∫ t in (0 : ℝ)..1, ⟪F (D n + t • (D i - D n)), D i - D n⟫_ℝ := by
  have hder : ∀ t : ℝ, HasDerivAt (fun s : ℝ => E (D n + s • (D i - D n)))
      ⟪F (D n + t • (D i - D n)), D i - D n⟫_ℝ t := by
    intro t
    have hp : HasDerivAt (fun s : ℝ => D n + s • (D i - D n)) (D i - D n) t := by
      simpa using ((hasDerivAt_id t).smul_const (D i - D n)).const_add (D n)
    exact (hE (D n + t • (D i - D n))).comp_hasDerivAt t hp
  have hcont : Continuous (fun t : ℝ => ⟪F (D n + t • (D i - D n)), D i - D n⟫_ℝ) :=
    (hF.comp (by fun_prop)).inner continuous_const
  -- the line integral of the gradient is the energy difference
  rw [intervalIntegral.integral_eq_sub_of_hasDerivAt (fun t _ => hder t)
    (hcont.intervalIntegrable 0 1)]
  have e1 : D n + (1 : ℝ) • (D i - D n) = D i := by rw [one_smul]; abel
  have e0 : D n + (0 : ℝ) • (D i - D n) = D n := by rw [zero_smul, add_zero]
  rw [e1, e0]
  unfold trapezoidDefect
  rw [inner_add_left]
  ring
```

## (e) The Fock operator as a gradient

**Task.** Let $G$ be symmetric, $\langle Gx,y\rangle=\langle x,Gy\rangle$. Show that $h+Gx$ is the gradient of the quadratic energy.

**Solution.** Expand:
$$E(x+v)-E(x)=\langle h,v\rangle+\tfrac12\langle Gx,v\rangle+\tfrac12\langle Gv,x\rangle+\tfrac12\langle Gv,v\rangle .$$
By symmetry the two middle terms are equal, so the linear part is $\langle h+Gx,v\rangle$. The remainder is at most $\tfrac12\|G\|\|v\|^2$. For Hartree–Fock, the symmetry of $G$ reflects the permutation symmetry of the two-electron integrals.

Lean reaches the same derivative by the product rule for inner products (`h1`, `h2`), and `hs` is the use of symmetry.

```lean
/-- For a symmetric response operator, the Fock operator `h + G x` is the gradient of the
quadratic energy. -/
theorem quadEnergy_hasFDerivAt (e₀ : ℝ) (h : V) (G : V →L[ℝ] V)
    (hG : ∀ x y, ⟪G x, y⟫_ℝ = ⟪x, G y⟫_ℝ) (x : V) :
    HasFDerivAt (quadEnergy e₀ h G) (innerSL ℝ (quadFock h G x)) x := by
  have h1 := (hasFDerivAt_const h x).inner ℝ (hasFDerivAt_id x)
  have h2 := (G.hasFDerivAt (x := x)).inner ℝ (hasFDerivAt_id x)
  have h3 := (h1.const_add e₀).add (h2.const_mul (1 / 2))
  refine h3.congr_fderiv ?_
  ext v
  have hs : ⟪G v, x⟫_ℝ = ⟪G x, v⟫_ℝ := (hG v x).trans (real_inner_comm _ _)
  simp [fderivInnerCLM_apply, quadFock, hs]
  try ring
```

## (f) Agreement for a quadratic energy

**Task.** Show that for the quadratic energy with symmetric $G$ the two models coincide whenever $\sum_ic_i=1$.

**Solution.** With $F_i=h+GD_i$,
$$\tfrac12\langle F_n+F_i,D_i-D_n\rangle=\langle h,D_i-D_n\rangle+\tfrac12\langle GD_i,D_i\rangle-\tfrac12\langle GD_n,D_n\rangle ,$$
because the cross terms $\langle GD_n,D_i\rangle$ and $-\langle GD_i,D_n\rangle$ cancel by symmetry. The right-hand side is $E_i-E_n$, so $T_{ni}=0$, and (b) finishes the argument. In the language of (d), the integrand is affine in $t$, and the trapezoid rule integrates it exactly.

The proof establishes the vanishing defects as `hz` and inserts them into `adiis_sub_ediis`.

```lean
/-- For a quadratic energy with its gradient as Fock operator, the ADIIS and EDIIS models
coincide for all weights summing to one. -/
theorem adiis_eq_ediis_of_quadratic [Fintype ι] (e₀ : ℝ) (h : V) (G : V →L[ℝ] V)
    (hG : ∀ x y, ⟪G x, y⟫_ℝ = ⟪x, G y⟫_ℝ) (n : ι) (c : ι → ℝ) (D : ι → V)
    (hc : ∑ i, c i = 1) :
    adiis n c (fun i => quadEnergy e₀ h G (D i)) D (fun i => quadFock h G (D i))
      = ediis c (fun i => quadEnergy e₀ h G (D i)) D (fun i => quadFock h G (D i)) := by
  have hz : ∀ i, trapezoidDefect (fun i => quadEnergy e₀ h G (D i)) D
      (fun i => quadFock h G (D i)) n i = 0 := by
    intro i
    have hs : ⟪G (D n), D i⟫_ℝ = ⟪G (D i), D n⟫_ℝ := (hG _ _).trans (real_inner_comm _ _)
    simp only [trapezoidDefect, quadEnergy, quadFock, inner_add_left, inner_sub_right]
    linarith
  have key := adiis_sub_ediis n c (fun i => quadEnergy e₀ h G (D i)) D
    (fun i => quadFock h G (D i)) hc
  simp only [hz, mul_zero, Finset.sum_const_zero] at key
  linarith
```

This gives a Hartree–Fock code a consistency test: a $T_{ni}$ well above rounding and integral-screening error points to mismatched data, such as a wrong factor of two in $F$ or an energy that belongs to another density.

## (g) Exactness for a quadratic energy

**Task.** Under the same assumptions, show that $\mathcal A_n(c)=E(\tilde D)$.

**Solution.** Since the weights sum to one, $\tilde F=h+G\tilde D$, which is `hm` in the proof. Thus
$$\mathcal A_n(c)=E_n+\tfrac12\langle\tilde F+F_n,\tilde D-D_n\rangle ,$$
and the calculation in (f), with $\tilde D$ in place of $D_i$, turns the second term into $E(\tilde D)-E_n$. By (f), EDIIS gives the same value. It is the quadratic expression evaluated at $\tilde D$, which need not be idempotent.

```lean
/-- For a quadratic energy with symmetric `G` and weights summing to one, the ADIIS model equals the
quadratic energy of the mixed density. -/
theorem adiis_exact_of_quadratic [Fintype ι] (e₀ : ℝ) (h : V) (G : V →L[ℝ] V)
    (hG : ∀ x y, ⟪G x, y⟫_ℝ = ⟪x, G y⟫_ℝ) (n : ι) (c : ι → ℝ) (D : ι → V)
    (hc : ∑ i, c i = 1) :
    adiis n c (fun i => quadEnergy e₀ h G (D i)) D (fun i => quadFock h G (D i))
      = quadEnergy e₀ h G (mix c D) := by
  -- the Fock operator is affine, so it commutes with mixing
  have hm : mix c (fun i => quadFock h G (D i)) = h + G (mix c D) := by
    simp only [mix, quadFock, smul_add, Finset.sum_add_distrib, ← Finset.sum_smul, hc,
      one_smul, map_sum, map_smul]
  have hs : ⟪G (mix c D), D n⟫_ℝ = ⟪G (D n), mix c D⟫_ℝ :=
    (hG _ _).trans (real_inner_comm _ _)
  unfold adiis
  rw [hm]
  simp only [quadEnergy, quadFock, inner_add_left, inner_sub_left, inner_sub_right]
  linarith
```

## (h) A cubic energy with a nonzero defect

**Task.** As a mathematical example, not a model of an electronic system, take $E(x)=x^3$ and $F(x)=3x^2$ on the real line. Find $T_{ni}$.

**Solution.** The inner product is multiplication, so
$$T_{ni}=(D_i-D_n)\Big[\tfrac32(D_n^2+D_i^2)-(D_n^2+D_nD_i+D_i^2)\Big]=\tfrac12(D_i-D_n)^3 .$$
For two iterates $D_n=0$ and $D_i=1$ with weights $\tfrac12$ each, ADIIS gives $\tfrac38$ and EDIIS $\tfrac18$; the difference is $\tfrac12T_{ni}=\tfrac14$. Such a difference does not by itself tell which model makes an SCF calculation converge faster.

After `simp only` has turned the inner product into a product, `ring` checks the polynomial identity.

```lean
/-- For the cubic energy `x ^ 3` on the real line, the trapezoid defect is half the cube of
the density step. -/
theorem trapezoidDefect_cubic (D : ι → ℝ) (n i : ι) :
    trapezoidDefect (fun k => D k ^ 3) D (fun k => 3 * D k ^ 2) n i
      = 1 / 2 * (D i - D n) ^ 3 := by
  simp only [trapezoidDefect, RCLike.inner_apply, conj_trivial]
  ring

end

end AdiisEdiisComparison
```

```lean
#print axioms AdiisEdiisComparison.adiis_sub_ediis
#print axioms AdiisEdiisComparison.adiis_eq_ediis_iff
#print axioms AdiisEdiisComparison.adiis_exact_of_quadratic
#print axioms AdiisEdiisComparison.trapezoidDefect_cubic
```

```
'AdiisEdiisComparison.adiis_sub_ediis' depends on axioms: [propext, Classical.choice, Quot.sound]
'AdiisEdiisComparison.adiis_eq_ediis_iff' depends on axioms: [propext, Classical.choice, Quot.sound]
'AdiisEdiisComparison.adiis_exact_of_quadratic' depends on axioms: [propext, Classical.choice, Quot.sound]
'AdiisEdiisComparison.trapezoidDefect_cubic' depends on axioms: [propext, Classical.choice, Quot.sound]
```
